# An invertible PAW map with mutually annihilating corrections is inverted atom by atom

**Q:** I propagate orbitals in real time with fixed nuclei and a PAW overlap operator $S$. The equation is $iS\dot\psi = H\psi$, and my explicit integrator applies $S^{-1}$ to a vector at every step. I would like to invert small matrices, one per atom, instead of $S$. When is that exact?

**A:** It is exact when the corrections of different atoms annihilate each other. Your operator is $S = 1+\sum_a P_a^\dagger q_a P_a$, where the rows of $P_a$ are the projectors of atom $a$ and $q_a$ is its matrix of charge deficits. The PAW transformation from smooth to all-electron orbitals has the same shape, $T = 1+\sum_a D_aP_a$, where the columns of $D_a$ are the differences between all-electron and smooth partial waves. Both are cases of $T=1+\sum_a A_a$, and I start from that form.

In Lean 4 with Mathlib:

```lean
import Mathlib

open Finset

namespace PAWSeveralAtoms

noncomputable section

variable {ι R : Type*} [Fintype ι] [Ring R]
```

**Q:** I see a ring `R` and an index type `ι`. Where are the orbitals and the spheres?

**A:** `ι` labels a finite set of atoms. `R` holds the operators: square matrices in a finite basis, for example, or bounded operators on a Hilbert space. Multiplication need not commute. The spheres enter later, through a condition on products. First come the map and the proposed inverse.

```lean
/-- The PAW map `1 + ∑ A_a`, which adds the correction of every atom to the identity. -/
def pawMap (A : ι → R) : R := 1 + ∑ a, A a

/-- The atomwise formula `1 + ∑ ((1 + A_a)⁻¹ - 1)`, meant for corrections with every
`1 + A_a` invertible. -/
def atomwiseInverse (A : ι → R) : R := 1 + ∑ a, (Ring.inverse (1 + A a) - 1)
```

**Q:** What does `Ring.inverse` do if $1+A_a$ has no inverse?

**A:** It returns 0, but the main theorem assumes that every $1+A_a$ is a unit, so there it is the true inverse. Physically, this says that each atom alone gives a reversible transformation. In a finite basis, a singular $1+A_a$ would send some nonzero smooth function to zero.

**Q:** Then derive the formula for me, starting with one atom.

**A:** Put $C_a=(1+A_a)^{-1}-1$, the back-correction. Expanding $(1+A_a)(1+C_a)=1$ gives
$$A_a+C_a+A_aC_a=0,$$
and the opposite order gives $C_a+A_a+C_aA_a=0$. In the code, `x` is $A_a$ and `i` is $(1+A_a)^{-1}$. `noncomm_ring` does the expansion, and the inverse relation finishes it.

```lean
/-- If `i` inverts the one-atom map `1 + x`, then the correction `x` and the back-correction
`i - 1` cancel on site, in either order. -/
theorem onsite_cancel {x i : R} (h : (1 + x) * i = 1) (h' : i * (1 + x) = 1) :
    x + (i - 1) + x * (i - 1) = 0 ∧ (i - 1) + x + (i - 1) * x = 0 := by
  constructor
  · calc x + (i - 1) + x * (i - 1) = (1 + x) * i - 1 := by noncomm_ring
      _ = 0 := by rw [h, sub_self]
  · calc (i - 1) + x + (i - 1) * x = i * (1 + x) - 1 := by noncomm_ring
      _ = 0 := by rw [h', sub_self]
```

**Q:** With two atoms you meet $A_aC_b$, and $C_b$ contains an inverse. Why should that product vanish?

**A:** Suppose $A_aA_b=0$ for $a\neq b$. Then $A_a(1+A_b)=A_a$, and multiplying by $(1+A_b)^{-1}$ from the right gives $A_a=A_a(1+A_b)^{-1}$. Hence $A_aC_b=0$. From $A_bA_a=0$ we get $(1+A_b)A_a=A_a$, so $(1+A_b)^{-1}A_a=A_a$ and $C_bA_a=0$. The lemma proves both, with `x` for $A_a$ and `y` for $A_b$.

```lean
/-- If the corrections `x` and `y` of two atoms annihilate each other, then `x` and the
back-correction of the other atom annihilate each other too. -/
theorem offsite_vanish {x y i : R} (hxy : x * y = 0) (hyx : y * x = 0)
    (h : (1 + y) * i = 1) (h' : i * (1 + y) = 1) :
    x * (i - 1) = 0 ∧ (i - 1) * x = 0 := by
  constructor
  · calc x * (i - 1) = x * ((1 + y) * i) - x * y * i - x := by noncomm_ring
      _ = 0 := by rw [h, hxy]; simp
  · calc (i - 1) * x = i * (1 + y) * x - i * (y * x) - x := by noncomm_ring
      _ = 0 := by rw [h', hyx]; simp
```

**Q:** My spheres sometimes touch or overlap a little. What happens to the product then?

**A:** You can write the error exactly. Multiply out and separate equal from unequal labels:
$$\Big(1+\sum_a A_a\Big)\Big(1+\sum_b C_b\Big)=1+\sum_a(A_a+C_a+A_aC_a)+\sum_{a\ne b}A_aC_b.$$
The middle sum is zero on site, so the last one is the whole deviation from the identity. The next theorem says this without any separation assumption. It writes $b\neq a$ as `univ.erase a`; `h1` splits the double sum, and `h0` collects the on-site cancellations.

```lean
variable [DecidableEq ι]

/-- When corrections `A_a` and back-corrections `C_a` cancel on site, the product of the two
maps differs from the identity by the sum of the terms `A_a C_b` between different atoms. -/
theorem overlap_error (A C : ι → R) (h : ∀ a, A a + C a + A a * C a = 0) :
    pawMap A * pawMap C = 1 + ∑ a, ∑ b ∈ univ.erase a, A a * C b := by
  -- split the double sum into its on-site and off-site parts
  have h1 : (∑ a, A a) * (∑ b, C b)
      = ∑ a, A a * C a + ∑ a, ∑ b ∈ univ.erase a, A a * C b := by
    rw [Finset.sum_mul_sum, ← Finset.sum_add_distrib]
    exact Finset.sum_congr rfl fun a _ =>
      (Finset.add_sum_erase _ (fun b => A a * C b) (Finset.mem_univ a)).symm
  have h0 : ∑ a, A a + ∑ a, C a + ∑ a, A a * C a = 0 := by
    rw [← Finset.sum_add_distrib, ← Finset.sum_add_distrib]
    exact Finset.sum_eq_zero fun a _ => h a
  have e : ∀ x y : R, (1 + x) * (1 + y) = 1 + x + y + x * y := by
    intro x y
    noncomm_ring
  unfold pawMap
  rw [e, h1]
  linear_combination (norm := abel) h0
```

If the cross terms vanish as well, the product is 1:

```lean
/-- If corrections and back-corrections cancel on site and the products `A_a C_b` between
different atoms vanish, the two maps multiply to the identity. -/
theorem mul_eq_one_of_separated (A C : ι → R) (h : ∀ a, A a + C a + A a * C a = 0)
    (hcross : ∀ a b, a ≠ b → A a * C b = 0) : pawMap A * pawMap C = 1 := by
  rw [overlap_error A C h, Finset.sum_eq_zero, add_zero]
  exact fun a _ => Finset.sum_eq_zero fun b hb =>
    hcross a b (Finset.ne_of_mem_erase hb).symm
```

**Q:** That is one order of multiplication. An operator can have a right inverse without being invertible.

**A:** So the main proof uses the lemma twice, the second time with $A$ and $C$ exchanged. The on-site identity and the vanishing cross terms are available in both orders, which gives
$$T\Big(1+\sum_a C_a\Big)=\Big(1+\sum_a C_a\Big)T=1.$$
These are `h1` and `h2` below, and together they make $T$ a unit.

```lean
/-- For atoms whose corrections annihilate each other and whose one-atom maps are invertible,
the PAW map is invertible and its inverse is given by the atomwise formula. -/
theorem pawMap_inverse (A : ι → R) (hsep : ∀ a b, a ≠ b → A a * A b = 0)
    (hu : ∀ a, IsUnit (1 + A a)) :
    IsUnit (pawMap A) ∧ Ring.inverse (pawMap A) = atomwiseInverse A := by
  have hr := fun a => Ring.mul_inverse_cancel _ (hu a)
  have hl := fun a => Ring.inverse_mul_cancel _ (hu a)
  have h1 : pawMap A * atomwiseInverse A = 1 :=
    mul_eq_one_of_separated A (fun a => Ring.inverse (1 + A a) - 1)
      (fun a => (onsite_cancel (hr a) (hl a)).1)
      (fun a b hab =>
        (offsite_vanish (hsep a b hab) (hsep b a hab.symm) (hr b) (hl b)).1)
  have h2 : atomwiseInverse A * pawMap A = 1 :=
    mul_eq_one_of_separated (fun a => Ring.inverse (1 + A a) - 1) A
      (fun a => (onsite_cancel (hr a) (hl a)).2)
      (fun a b hab =>
        (offsite_vanish (hsep b a hab.symm) (hsep a b hab) (hr a) (hl a)).2)
  let u : Rˣ := ⟨pawMap A, atomwiseInverse A, h1, h2⟩
  exact ⟨u.isUnit, Ring.inverse_unit u⟩
```

Read in words: if `hsep` holds, meaning $A_aA_b=0$ for all distinct atoms, and `hu` holds, meaning each $1+A_a$ is invertible, then $T$ is invertible and
$$T^{-1}=1+\sum_a\big((1+A_a)^{-1}-1\big).$$

**Q:** Is `hsep` really what "non-overlapping spheres" means?

**A:** It is a consequence of it. The projectors of atom $a$ live in its own sphere, and the partial-wave differences of atom $b$ vanish outside the sphere of $b$. For disjoint spheres $P_aD_b=0$, so $A_aA_b=D_a(P_aD_b)P_b=0$. The theorem assumes the product condition and does not derive it from geometry. In a truncated plane-wave basis, localised functions leak out of their spheres, so the condition holds only approximately, and the overlap error measures what is left.

**Q:** Could the molecule be invertible although one of its atoms is not?

**A:** Not under `hsep`. Fix $a$ and put $r=\sum_{b\neq a}A_b$. Then $A_ar=rA_a=0$, so
$$(1+A_a)(1+r)=T=(1+r)(1+A_a).$$
If $T^{-1}$ exists, $(1+r)T^{-1}$ is a right inverse of $1+A_a$ and $T^{-1}(1+r)$ is a left inverse, so $1+A_a$ is a unit. In the code, `e1` and `e2` are the two factorisations, and `hc.isUnit_mul_iff` draws the conclusion for commuting factors.

```lean
/-- For atoms whose corrections annihilate each other, the PAW map is invertible exactly when
every one-atom map is. -/
theorem isUnit_pawMap_iff (A : ι → R) (hsep : ∀ a b, a ≠ b → A a * A b = 0) :
    IsUnit (pawMap A) ↔ ∀ a, IsUnit (1 + A a) := by
  refine ⟨fun h a => ?_, fun hu => (pawMap_inverse A hsep hu).1⟩
  -- `r` collects the corrections of all atoms other than `a`
  obtain ⟨r, hr⟩ : ∃ r, r = ∑ b ∈ univ.erase a, A b := ⟨_, rfl⟩
  have h1 : A a * r = 0 := by
    rw [hr, Finset.mul_sum]
    exact Finset.sum_eq_zero fun b hb => hsep a b (Finset.ne_of_mem_erase hb).symm
  have h2 : r * A a = 0 := by
    rw [hr, Finset.sum_mul]
    exact Finset.sum_eq_zero fun b hb => hsep b a (Finset.ne_of_mem_erase hb)
  have hT : pawMap A = 1 + (A a + r) := by
    rw [hr, Finset.add_sum_erase _ A (Finset.mem_univ a)]
    rfl
  have e1 : (1 + A a) * (1 + r) = 1 + (A a + r) := by
    calc (1 + A a) * (1 + r) = 1 + (A a + r) + A a * r := by noncomm_ring
      _ = 1 + (A a + r) := by rw [h1, add_zero]
  have e2 : (1 + r) * (1 + A a) = 1 + (A a + r) := by
    calc (1 + r) * (1 + A a) = 1 + (A a + r) + r * A a := by noncomm_ring
      _ = 1 + (A a + r) := by rw [h2, add_zero]
  have hc : Commute (1 + A a) (1 + r) := e1.trans e2.symm
  rw [hT, ← e1] at h
  exact (hc.isUnit_mul_iff.mp h).1
```

**Q:** But $1+A_a$ is still as large as my basis. You promised small matrices.

**A:** For $A_a=D_aP_a$, let $M_a=(1+P_aD_a)^{-1}$. Its size is the number of projectors on atom $a$. Take $C_a=-D_aM_aP_a$. On site,
$$A_a+C_a+A_aC_a=D_aP_a-D_a(1+P_aD_a)M_aP_a=0,$$
and between different atoms
$$A_aC_b=-D_a(P_aD_b)M_bP_b=0.$$
Therefore
$$T\Big(1-\sum_a D_aM_aP_a\Big)=1.$$
For your $S$, set $D_a=P_a^\dagger q_a$; the separation condition then reads $P_aP_b^\dagger q_b=0$.

```lean
/-- In a finite basis, if `P_a D_b = 0` for different atoms and every on-site matrix `1 + P_a D_a`
is invertible, then the PAW map with corrections `D_a P_a`, multiplied from the right by `1 - ∑ D_a
(1 + P_a D_a)⁻¹ P_a`, gives the identity. -/
theorem pawMap_mul_onsite_inverse {K n : Type*} [CommRing K] [Fintype n] [DecidableEq n]
    {κ : ι → Type*} [∀ a, Fintype (κ a)] [∀ a, DecidableEq (κ a)]
    (D : ∀ a, Matrix n (κ a) K) (P : ∀ a, Matrix (κ a) n K)
    (hsep : ∀ a b, a ≠ b → P a * D b = 0) (hu : ∀ a, IsUnit (1 + P a * D a)) :
    pawMap (fun a => D a * P a) * (1 - ∑ a, D a * (1 + P a * D a)⁻¹ * P a) = 1 := by
  have hon : ∀ a, D a * P a + -(D a * (1 + P a * D a)⁻¹ * P a)
      + D a * P a * -(D a * (1 + P a * D a)⁻¹ * P a) = 0 := by
    intro a
    have hM := Matrix.mul_nonsing_inv _ ((Matrix.isUnit_iff_isUnit_det _).mp (hu a))
    generalize (1 + P a * D a)⁻¹ = M at hM ⊢
    calc D a * P a + -(D a * M * P a) + D a * P a * -(D a * M * P a)
        = D a * P a - D a * ((1 + P a * D a) * M) * P a := by
          simp only [Matrix.add_mul, Matrix.mul_add, Matrix.one_mul, Matrix.mul_neg,
            Matrix.mul_assoc]
          abel
      _ = 0 := by rw [hM, Matrix.mul_one, sub_self]
  have hoff : ∀ a b, a ≠ b →
      D a * P a * -(D b * (1 + P b * D b)⁻¹ * P b) = 0 := by
    intro a b hab
    have e : D a * P a * -(D b * (1 + P b * D b)⁻¹ * P b)
        = -(D a * (P a * D b) * (1 + P b * D b)⁻¹ * P b) := by
      simp only [Matrix.mul_neg, Matrix.mul_assoc]
    rw [e, hsep a b hab]
    simp
  rw [sub_eq_add_neg, ← Finset.sum_neg_distrib]
  exact mul_eq_one_of_separated _ _ hon hoff
```

Here `n` labels the basis functions, `κ a` labels the projectors of atom $a$, and the entries come from a commutative ring `K`, such as the complex numbers. `hon` and `hoff` are the two displayed calculations. The theorem states one order of multiplication; for square matrices over a commutative ring, the other order follows from it.

**Q:** Show me that the separation condition does some work.

**A:** Take two atoms, labelled 0 and 1, with $A_0=A_1=1$ over the rational numbers. Each one-atom map is 2 and perfectly invertible. The full map is $T=3$ with inverse $1/3$, but the atomwise formula gives $1+2(\tfrac12-1)=0$. This is a caricature of complete overlap, with both corrections acting on the same single function.

```lean
/-- For two atoms with `A_0 = A_1 = 1` over the rationals, the true inverse is `1/3` while the
atomwise formula gives `0`. -/
theorem overlapping_spheres_fail :
    Ring.inverse (pawMap (fun _ : Fin 2 => (1 : ℚ))) = 1 / 3 ∧
      atomwiseInverse (fun _ : Fin 2 => (1 : ℚ)) = 0 := by
  constructor
  · simp only [pawMap, Ring.inverse_eq_inv, Fin.sum_univ_two]
    norm_num
  · simp only [atomwiseInverse, Ring.inverse_eq_inv, Fin.sum_univ_two]
    norm_num
```

**Q:** And is there an example that does satisfy everything, without the two atoms simply occupying separate diagonal blocks?

**A:** Yes, in a two-dimensional basis with one projector per atom:
$$D_0=\begin{pmatrix}1\\0\end{pmatrix},\quad P_0=\begin{pmatrix}1&1\end{pmatrix},\quad D_1=\begin{pmatrix}-1\\1\end{pmatrix},\quad P_1=\begin{pmatrix}0&2\end{pmatrix}.$$

```lean
/-- Partial-wave differences of two model atoms in a two-dimensional basis. -/
def demoD : Fin 2 → Matrix (Fin 2) (Fin 1) ℚ := ![!![1; 0], !![-1; 1]]

/-- Projectors of the two model atoms. -/
def demoP : Fin 2 → Matrix (Fin 1) (Fin 2) ℚ := ![!![1, 1], !![0, 2]]
```

Here $P_0D_1=-1+1=0$ and $P_1D_0=0$, while the on-site matrices are the numbers $1+P_0D_0=2$ and $1+P_1D_1=3$. The map and its inverse are
$$T=\begin{pmatrix}2&-1\\0&3\end{pmatrix},\qquad T^{-1}=1-\tfrac12D_0P_0-\tfrac13D_1P_1=\begin{pmatrix}\tfrac12&\tfrac16\\0&\tfrac13\end{pmatrix}.$$
The last theorem checks the hypotheses of both versions, for the pairs $D_a,P_a$ and for the products $D_aP_a$. It checks $P_aD_b=0$ entry by entry, deduces the condition on the products from it, and uses nonzero determinants for invertibility.

```lean
/-- The two model atoms satisfy the separation and invertibility conditions, both for the
projectors and partial waves and for the corrections `D_a P_a`. -/
theorem separated_atoms_witness :
    (∀ a b, a ≠ b → demoP a * demoD b = 0) ∧
    (∀ a, IsUnit (1 + demoP a * demoD a)) ∧
    (∀ a b, a ≠ b → (demoD a * demoP a) * (demoD b * demoP b) = 0) ∧
    (∀ a, IsUnit (1 + demoD a * demoP a)) := by
  have hsep : ∀ a b, a ≠ b → demoP a * demoD b = 0 := by
    intro a b hab
    ext i j
    fin_cases a <;> fin_cases b <;> fin_cases i <;> fin_cases j <;>
      simp [demoP, demoD, Matrix.mul_apply, Fin.sum_univ_succ] at hab ⊢
  refine ⟨hsep, fun a => ?_, fun a b hab => ?_, fun a => ?_⟩
  · rw [Matrix.isUnit_iff_isUnit_det, isUnit_iff_ne_zero]
    fin_cases a <;>
      norm_num [demoP, demoD, Matrix.det_unique, Matrix.mul_apply, Fin.sum_univ_succ]
  · rw [Matrix.mul_assoc, ← Matrix.mul_assoc (demoP a), hsep a b hab]
    simp
  · rw [Matrix.isUnit_iff_isUnit_det, isUnit_iff_ne_zero, Matrix.det_fin_two]
    fin_cases a <;>
      norm_num [demoP, demoD, Matrix.mul_apply, Fin.sum_univ_succ]

end

end PAWSeveralAtoms
```

```lean
#print axioms PAWSeveralAtoms.pawMap_inverse
#print axioms PAWSeveralAtoms.isUnit_pawMap_iff
#print axioms PAWSeveralAtoms.pawMap_mul_onsite_inverse
#print axioms PAWSeveralAtoms.overlapping_spheres_fail
```

```
'PAWSeveralAtoms.pawMap_inverse' depends on axioms: [propext, Classical.choice, Quot.sound]
'PAWSeveralAtoms.isUnit_pawMap_iff' depends on axioms: [propext, Classical.choice, Quot.sound]
'PAWSeveralAtoms.pawMap_mul_onsite_inverse' depends on axioms: [propext, Classical.choice, Quot.sound]
'PAWSeveralAtoms.overlapping_spheres_fail' depends on axioms: [propext, Classical.choice, Quot.sound]
```

**Q:** I would have put the spheres themselves into the statement. Would that have been better?

**A:** It would look more like the geometry. You would take Hermitian projections $e_a$ onto the spheres, with $e_ae_b=0$ for $a\neq b$, and require $A_a=e_aA_ae_a$. Then $A_aA_b=A_ae_ae_bA_b=0$ would be derived and not assumed. The theorem would cover less, though: cutting a function off at a sphere generally leads out of a plane-wave basis, and the two-atom example above, read in an orthonormal basis, admits no such projections.

**Q:** So what may I rely on in my propagation?

**A:** For finitely many atoms whose corrections annihilate each other exactly in your basis, inverting the on-site matrices gives the exact $S^{-1}$, provided they are invertible. How well the PAW data set describes the real atoms is a separate question.
